# The principal argument of cot d − i steps by π at every multiple of π, and subtracting π⌊d/π⌋ removes the step

Take two phase shifts, one on each side of $\pi$, and compute $m(d)=\cot d-i$ at both.

- At $d=3\pi/4$, $m=-1-i$, whose argument in $(-\pi,\pi]$ is $-3\pi/4$. Minus the argument returns $d$.
- At $d=5\pi/4$, $m=1-i$, whose argument is $-\pi/4$. Minus the argument gives $\pi/4$, which is too small by $\pi$.

The cause is visible after multiplying by $\sin d$, because $\sin(d)\,m(d)=\cos d-i\sin d=e^{-id}$. This phase turns smoothly through $d=\pi$, but $\sin d$ changes sign there, so $m$ reverses direction while its modulus diverges. The step in the argument records the sign of $\sin d$ and no sudden change in the scattering.

This matters when states are counted from phases. Lloyd's formula obtains the change in the integrated density of states from the phase of a determinant; for independent electrons and one spherical scatterer at positive energy, the determinant of the inverse t-matrix takes this role. Up to a positive factor it is the product of the powers $m(\delta_l)^{2l+1}$, and an unnoticed step in channel $l$ miscounts $2(2l+1)$ electrons, spin included.

## The inverse t-matrix and the weighted sum

```lean
import Mathlib

open Filter Topology
open scoped Real ContDiff

namespace SingleSiteLloydPhase

noncomputable section
```

The file loads Mathlib and opens the notation for limits, for $\pi$ and for smoothness.

```lean
/-- The single-site inverse t-matrix `cot d - i` (in units of the wavenumber) at real phase shift
`d`; the value has this meaning only where `sin d ≠ 0`. -/
def invT (d : ℝ) : ℂ := ((Real.cos d / Real.sin d : ℝ) : ℂ) - Complex.I
```

`invT d` is $m(d)=\cot d-i$, a complex number computed from a real phase shift $d$. The convention behind it is $t=e^{id}\sin d/\kappa$ with wavenumber $\kappa$, so that $t^{-1}=\kappa\,m(d)$, and $\kappa$ is divided out. Some authors give $t$ the opposite sign, which shifts the argument by $\pi$.

At $d=n\pi$, with $n$ an integer, the channel does not scatter: $t=0$, and its inverse has a pole. Lean sets division by zero to zero and so returns $-i$ there, a value without physical meaning. The formulas below for the argument and for the phase leave such points out. The periodicity theorem includes them, but there it only compares the substitute values $-i$.

A real $d$ means elastic scattering at real energy. Absorption and complex energies are not covered.

```lean
/-- The Friedel sum `(2/π) ∑ (2l+1) δ_l` over the partial waves `l = 0, …, L`, with a factor
two for spin. -/
def friedelSum (L : ℕ) (δ : ℕ → ℝ) : ℝ :=
  2 / π * ∑ l ∈ Finset.range (L + 1), (2 * (l : ℝ) + 1) * δ l
```

`friedelSum L δ` is

$$\frac{2}{\pi}\sum_{l=0}^{L}(2l+1)\,\delta_l .$$

The factor 2 counts spin and $2l+1$ counts the magnetic quantum numbers of a spherical scatterer. `Finset.range (L + 1)` is the set $\{0,\dots,L\}$. For an impurity in a free-electron metal, Friedel's sum rule equates this expression, taken at the Fermi energy and with $L$ large enough to include every partial wave that scatters appreciably, with the number of electrons that the impurity displaces. Here each phase shift is followed continuously in energy and fixed to vanish at high energy, so that electrons in bound states are counted too. The file takes the expression as a definition and does not derive that equality.

## The argument between two poles

```lean
/-- The inverse t-matrix is unchanged when the phase shift grows by a multiple of `π`. -/
theorem invT_add_int_mul_pi (x : ℝ) (n : ℤ) : invT (x + n * π) = invT x := by
  have h : ((-1 : ℝ) ^ n) ≠ 0 := zpow_ne_zero n (by norm_num)
  unfold invT
  rw [Real.cos_add_int_mul_pi, Real.sin_add_int_mul_pi, mul_div_mul_left _ _ h]
```

For every integer $n$, $m(x+n\pi)=m(x)$. By hand, $\cos(x+n\pi)=(-1)^n\cos x$ and $\sin(x+n\pi)=(-1)^n\sin x$, and the common sign cancels in the quotient. The proof does exactly this, with `h` recording that $(-1)^n\neq0$.

One consequence is worth keeping in mind: $m$ determines the phase shift only up to a multiple of $\pi$. The missing integer has to come from elsewhere, for instance from following the phase shift continuously in energy.

```lean
/-- Between the neighbouring poles `nπ` and `(n+1)π` the principal argument of the inverse
t-matrix is `nπ - d`. -/
theorem arg_invT_of_mem (n : ℤ) {d : ℝ} (h1 : n * π < d) (h2 : d < (n + 1) * π) :
    Complex.arg (invT d) = n * π - d := by
  -- shift the phase into the first cell
  obtain ⟨x, rfl⟩ : ∃ x : ℝ, d = x + n * π := ⟨d - n * π, by ring⟩
  have hx0 : 0 < x := by linarith
  have hx1 : x < π := by linarith
  have hs : 0 < Real.sin x := Real.sin_pos_of_pos_of_lt_pi hx0 hx1
  have hsc : Complex.sin (x : ℂ) ≠ 0 := by
    rw [← Complex.ofReal_sin]
    exact Complex.ofReal_ne_zero.2 hs.ne'
  -- polar form with positive modulus `1 / sin x`
  have hpolar : invT x = (((Real.sin x)⁻¹ : ℝ) : ℂ) *
      (Complex.cos ((-x : ℝ) : ℂ) + Complex.sin ((-x : ℝ) : ℂ) * Complex.I) := by
    unfold invT
    push_cast
    rw [Complex.cos_neg, Complex.sin_neg]
    linear_combination Complex.I * inv_mul_cancel₀ hsc
  rw [invT_add_int_mul_pi, hpolar,
    Complex.arg_mul_cos_add_sin_mul_I (inv_pos.2 hs) ⟨by linarith, by linarith⟩]
  ring
```

If $n\pi<d<(n+1)\pi$, then $\arg m(d)=n\pi-d$. Here `Complex.arg` is the principal argument, with values in $(-\pi,\pi]$.

By hand, set $x=d-n\pi$, so that $0<x<\pi$ and $\sin x>0$. By periodicity,

$$m(d)=m(x)=\frac{\cos x-i\sin x}{\sin x}=\frac{1}{\sin x}\,e^{-ix}.$$

This is a positive modulus times a phase, and $-x$ lies in $(-\pi,0)$, inside the principal range. Hence $\arg m(d)=-x=n\pi-d$.

The Lean proof follows the same route. The `obtain` line replaces $d$ by $x+n\pi$, and `hpolar` is the polar form, with $e^{-ix}$ written out as cosine and sine. Mathlib's lemma `Complex.arg_mul_cos_add_sin_mul_I` then reads off the angle, after checking that the modulus is positive and the angle is in range.

```lean
/-- Off the poles, the principal argument of the inverse t-matrix is `π ⌊d/π⌋ - d`. -/
theorem arg_invT {d : ℝ} (hd : Real.sin d ≠ 0) :
    Complex.arg (invT d) = π * ⌊d / π⌋ - d := by
  have h1 : (⌊d / π⌋ : ℝ) * π ≤ d := (le_div_iff₀ Real.pi_pos).1 (Int.floor_le _)
  have h2 : d < ((⌊d / π⌋ : ℝ) + 1) * π :=
    (div_lt_iff₀ Real.pi_pos).1 (Int.lt_floor_add_one _)
  have hne : (⌊d / π⌋ : ℝ) * π ≠ d := fun h => hd (Real.sin_eq_zero_iff.2 ⟨_, h⟩)
  rw [arg_invT_of_mem _ (lt_of_le_of_ne h1 hne) h2]
  ring
```

The integer $n$ can be written as a floor. Whenever $\sin d\neq0$,

$$\arg m(d)=\pi\lfloor d/\pi\rfloor-d .$$

With $n=\lfloor d/\pi\rfloor$, the definition of the floor gives $n\pi\le d<(n+1)\pi$. Equality on the left would make $\sin d$ vanish, so $d$ lies strictly between the poles and the previous theorem applies. These three facts are `h1`, `h2` and `hne`.

The formula also settles the sign of the correction: $\pi\lfloor d/\pi\rfloor$ is subtracted from $\arg m$, which leaves $-d$, or equivalently added to $-\arg m$, which gives $d$.

```lean
/-- At every pole `nπ` the principal argument tends to `-π` from below and to `0` from
above. -/
theorem arg_invT_jump (n : ℤ) :
    Tendsto (fun d => Complex.arg (invT d)) (𝓝[<] (n * π)) (𝓝 (-π)) ∧
    Tendsto (fun d => Complex.arg (invT d)) (𝓝[>] (n * π)) (𝓝 0) := by
  have hpi := Real.pi_pos
  have hc : ∀ a : ℝ, Continuous (fun d : ℝ => a - d) := fun a => by fun_prop
  constructor
  · have h : Tendsto (fun d : ℝ => ((n - 1 : ℤ) : ℝ) * π - d) (𝓝[<] (n * π))
        (𝓝 (((n - 1 : ℤ) : ℝ) * π - n * π)) :=
      ((hc _).tendsto _).mono_left nhdsWithin_le_nhds
    rw [show ((n - 1 : ℤ) : ℝ) * π - n * π = -π by push_cast; ring] at h
    refine h.congr' ?_
    have hlt : ((n - 1 : ℤ) : ℝ) * π < n * π := by push_cast; linarith
    filter_upwards [Ioo_mem_nhdsLT hlt] with d hd
    exact (arg_invT_of_mem (n - 1) hd.1 (by push_cast; linarith [hd.2])).symm
  · have h : Tendsto (fun d : ℝ => (n : ℝ) * π - d) (𝓝[>] (n * π))
        (𝓝 ((n : ℝ) * π - n * π)) :=
      ((hc _).tendsto _).mono_left nhdsWithin_le_nhds
    rw [sub_self] at h
    refine h.congr' ?_
    have hlt : (n : ℝ) * π < (n + 1) * π := by linarith
    filter_upwards [Ioo_mem_nhdsGT hlt] with d hd
    exact (arg_invT_of_mem n hd.1 hd.2).symm
```

The symbols `𝓝[<]` and `𝓝[>]` denote approach from below and from above. The theorem says

$$\lim_{d\uparrow n\pi}\arg m(d)=-\pi,\qquad \lim_{d\downarrow n\pi}\arg m(d)=0 .$$

Just below $n\pi$ the phase shift lies in the interval numbered $n-1$, where $\arg m(d)=(n-1)\pi-d$, and this tends to $-\pi$. Just above, $\arg m(d)=n\pi-d$, which tends to $0$. In each half of the proof, `h` is the limit of the straight line, and `congr'` carries it over to the argument, because the two functions agree close to the pole on the relevant side.

The case $n=0$ is the limit of weak scattering. For small positive $d$, $-\arg m(d)=d$ and no correction is needed. For small negative $d$, as for a weakly repulsive scatterer, $-\arg m(d)=\pi+d$, and the floor, which is $-1$, takes the surplus $\pi$ away. The step can therefore appear even when the scattering is weak.

## The smooth phase behind the step

```lean
/-- Off the poles, multiplying the inverse t-matrix by `sin d` leaves the pure phase
`exp(-i d)`. -/
theorem sin_mul_invT {d : ℝ} (hd : Real.sin d ≠ 0) :
    (Real.sin d : ℂ) * invT d = Complex.exp (-(d : ℂ) * Complex.I) := by
  have hsc : Complex.sin (d : ℂ) ≠ 0 := by
    rw [← Complex.ofReal_sin]
    exact Complex.ofReal_ne_zero.2 hd
  rw [Complex.exp_mul_I, Complex.cos_neg, Complex.sin_neg]
  unfold invT
  push_cast
  linear_combination Complex.cos (d : ℂ) * inv_mul_cancel₀ hsc
```

Off the poles, $\sin(d)\,m(d)=e^{-id}$. By hand, $\sin d\,(\cot d-i)=\cos d-i\sin d$, which is Euler's formula for $e^{-id}$. Lean expands the exponential in the same way, and `linear_combination` finishes with the cancellation $(\sin d)^{-1}\sin d=1$.

```lean
/-- The phase shifts away from the poles are dense in the real line. -/
theorem dense_regular : Dense {d : ℝ | Real.sin d ≠ 0} := by
  have hc : {d : ℝ | Real.sin d = 0}.Countable := by
    refine (Set.countable_range (fun n : ℤ => (n : ℝ) * π)).mono ?_
    intro d hd
    exact Real.sin_eq_zero_iff.1 hd
  exact hc.dense_compl ℝ
```

The points with $\sin d\neq0$ are dense: every interval of positive length contains some. The excluded points are the multiples of $\pi$, one for each integer and hence countable, and removing a countable set from the real line leaves a dense set.

```lean
/-- The phase `exp(-i d)` is smooth on the whole line, and every continuous function that agrees
with `sin(d) (cot d - i)` off the poles is equal to it. -/
theorem smooth_extension :
    ContDiff ℝ ∞ (fun d : ℝ => Complex.exp (-(d : ℂ) * Complex.I)) ∧
    ∀ f : ℝ → ℂ, Continuous f →
      (∀ d, Real.sin d ≠ 0 → f d = (Real.sin d : ℂ) * invT d) →
      f = fun d : ℝ => Complex.exp (-(d : ℂ) * Complex.I) := by
  constructor
  · exact ((Complex.ofRealCLM.contDiff.neg).mul contDiff_const).cexp
  · intro f hf h
    exact Continuous.ext_on dense_regular hf (by fun_prop)
      (fun d hd => (h d hd).trans (sin_mul_invT hd))
```

The theorem has two parts. First, $d\mapsto e^{-id}$ is infinitely often differentiable on the whole line, which is the meaning of `ContDiff ℝ ∞`. Secondly, any continuous $f$ that equals $\sin(d)\,m(d)$ off the poles is this function everywhere.

The first part holds because the exponent is linear in $d$. For the second, $f$ and $e^{-id}$ are both continuous and agree on a dense set, so they agree at every point; `Continuous.ext_on` is that principle. The values at the poles are thus fixed by continuity: at $d=n\pi$ the phase is $(-1)^n$.

## Which integer corrections remove the step

```lean
/-- If subtracting integer multiples `π k(d)` from the principal argument leaves a function
with a continuous extension `f` to all phase shifts, then `f(d) = π c - d` and
`k(d) = ⌊d/π⌋ - c` off the poles, for one fixed integer `c`. -/
theorem step_repair_unique (k : ℝ → ℤ) (f : ℝ → ℝ) (hf : Continuous f)
    (h : ∀ d, Real.sin d ≠ 0 → f d = Complex.arg (invT d) - π * k d) :
    ∃ c : ℤ, (∀ d, f d = π * c - d) ∧
      ∀ d, Real.sin d ≠ 0 → k d = ⌊d / π⌋ - c := by
  have hpi : π ≠ 0 := Real.pi_ne_zero
  have hg : Continuous (fun d => (f d + d) / π) := (hf.add continuous_id).div_const π
  -- `(f d + d) / π` is an integer off the poles, hence everywhere
  have hsub : {d : ℝ | Real.sin d ≠ 0} ⊆
      (fun d => (f d + d) / π) ⁻¹' Set.range ((↑) : ℤ → ℝ) := by
    intro d hd
    refine ⟨⌊d / π⌋ - k d, ?_⟩
    change ((⌊d / π⌋ - k d : ℤ) : ℝ) = (f d + d) / π
    rw [eq_div_iff hpi, h d hd, arg_invT hd]
    push_cast
    ring
  have hint : ∀ d, ∃ q : ℤ, (q : ℝ) = (f d + d) / π := fun d =>
    closure_minimal hsub (Int.isClosedEmbedding_coe_real.isClosed_range.preimage hg)
      (dense_regular d)
  choose q hq using hint
  -- a continuous integer-valued function on the line is constant
  have hqc : Continuous q := by
    refine Int.isClosedEmbedding_coe_real.isInducing.continuous_iff.2 ?_
    have e : ((↑) : ℤ → ℝ) ∘ q = fun d => (f d + d) / π := funext hq
    rw [e]
    exact hg
  have hf' : ∀ d, f d = π * q 0 - d := by
    intro d
    have e : q d = q 0 := PreconnectedSpace.constant inferInstance hqc
    have h1 := hq d
    rw [e, eq_div_iff hpi] at h1
    linarith
  refine ⟨q 0, hf', fun d hd => ?_⟩
  have h2 := h d hd
  rw [hf' d, arg_invT hd] at h2
  have h3 : (k d : ℝ) = ⌊d / π⌋ - q 0 := mul_left_cancel₀ hpi (by linarith)
  exact_mod_cast h3
```

Suppose someone chooses an integer $k(d)$ for each phase shift and subtracts $\pi k(d)$ from $\arg m(d)$. Suppose also that the result, known off the poles, extends to a continuous function $f$ on the whole line. Then there is one fixed integer $c$ with

$$f(d)=\pi c-d\quad\text{for all }d,\qquad k(d)=\lfloor d/\pi\rfloor-c\quad\text{off the poles.}$$

Nothing is assumed about how $k$ varies with $d$. The argument by hand has four steps.

1. Put $g(d)=(f(d)+d)/\pi$, which is continuous. Off the poles the floor formula gives $g(d)=\lfloor d/\pi\rfloor-k(d)$, an integer.
2. The integers form a closed subset of the real line, so the set where $g$ takes integer values is closed. It contains a dense set, and is therefore the whole line.
3. A continuous integer-valued function on the line is constant, since it cannot pass from one integer to another without taking values in between. Call the constant $c$; then $f(d)=\pi c-d$.
4. Off the poles, $\pi c-d=\pi\lfloor d/\pi\rfloor-d-\pi k(d)$, and solving for $k(d)$ gives the second formula.

In the code, `hsub` is step 1 and `hint` is step 2. The line `choose q hq` collects the integers into a function `q`, whose continuity is `hqc`. The constant is its value at the origin, `q 0`, and `hf'` is the resulting formula for $f$. The final lines are step 4.

The choice $c=0$ gives the floor correction itself. Any other $c$ moves the whole curve by a multiple of $\pi$, and continuity cannot select among them; a reference point is needed, such as a known phase shift at one energy. Since $k$ must change by one from each interval to the next, an unwrapping routine that adds only multiples of $2\pi$ cannot remove this step.

## The sum over partial waves

```lean
/-- The Friedel sum equals the weighted sum of `-arg(cot δ_l - i)`, each repaired by adding
`π ⌊δ_l/π⌋`, when no phase shift sits at a pole. -/
theorem friedelSum_eq_arg (L : ℕ) (δ : ℕ → ℝ)
    (hδ : ∀ l ∈ Finset.range (L + 1), Real.sin (δ l) ≠ 0) :
    friedelSum L δ = 2 / π * ∑ l ∈ Finset.range (L + 1),
      (2 * (l : ℝ) + 1) * (-Complex.arg (invT (δ l)) + π * ⌊δ l / π⌋) := by
  unfold friedelSum
  congr 1
  refine Finset.sum_congr rfl fun l hl => ?_
  rw [arg_invT (hδ l hl)]
  ring

end

end SingleSiteLloydPhase
```

If $\sin\delta_l\neq0$ for every $l$ from $0$ to $L$, then

$$\frac{2}{\pi}\sum_{l=0}^{L}(2l+1)\,\delta_l=\frac{2}{\pi}\sum_{l=0}^{L}(2l+1)\Bigl(-\arg m(\delta_l)+\pi\lfloor\delta_l/\pi\rfloor\Bigr).$$

Each bracket on the right equals $\delta_l$ by the floor formula, so the sums agree term by term. `Finset.sum_congr` reduces the claim to a single channel, and `arg_invT` settles it there. For $L=0$ only the s wave remains, and both sides equal $2\delta_0/\pi$.

The floors are computed from the phase shifts themselves. The identity therefore says what must be added to the principal arguments, but it does not recover the integers from the t-matrix alone.

For a numerical instance, take $L=1$ with $\delta_0=5\pi/4$ and $\delta_1=\pi/4$. The sum is

$$\frac{2}{\pi}\left(\frac{5\pi}{4}+3\cdot\frac{\pi}{4}\right)=4 .$$

The principal arguments are both $-\pi/4$, because the two phase shifts differ by $\pi$. Without the correction they give $\frac{2}{\pi}\left(\frac{\pi}{4}+\frac{3\pi}{4}\right)=2$. The floors are $1$ and $0$, so the correction contributes $\frac{2}{\pi}\cdot\pi=2$ and restores the total of $4$. The two missing electrons are one s orbital's worth, counted with spin.

```lean
#print axioms SingleSiteLloydPhase.arg_invT_jump
-- 'SingleSiteLloydPhase.arg_invT_jump' depends on axioms: [propext, Classical.choice, Quot.sound]
#print axioms SingleSiteLloydPhase.smooth_extension
-- 'SingleSiteLloydPhase.smooth_extension' depends on axioms: [propext, Classical.choice, Quot.sound]
#print axioms SingleSiteLloydPhase.step_repair_unique
-- 'SingleSiteLloydPhase.step_repair_unique' depends on axioms: [propext, Classical.choice, Quot.sound]
#print axioms SingleSiteLloydPhase.friedelSum_eq_arg
-- 'SingleSiteLloydPhase.friedelSum_eq_arg' depends on axioms: [propext, Classical.choice, Quot.sound]
```
